# A lossless network stays lossless when ports are closed without loss and the internal waves are uniquely determined

## A coupler with one port closed

Take a two-port coupler with reflection amplitudes $3/5$ and $-3/5$ and transmission amplitude $4/5$ in both directions. Close the second port so that whatever leaves it comes straight back in. A unit wave enters the first port, and $y$ denotes the wave leaving the second. Then

$$y=\tfrac45-\tfrac35\,y,\qquad\text{so}\qquad y=\tfrac12 .$$

The wave leaving the first port is $\tfrac35+\tfrac45\cdot\tfrac12=1$. All the incoming power returns, because the coupler itself is lossless and the closed port takes in exactly the power it sends out.

## Many ports and a general termination

Let $a$ and $b$ be the incoming and outgoing amplitudes at the open ports, and $x$ and $y$ those at the internal ports. They are normalised so that squared moduli are powers. The full network acts as

$$\begin{pmatrix}b\\y\end{pmatrix}=U\begin{pmatrix}a\\x\end{pmatrix},\qquad U=\begin{pmatrix}A&B\\C&D\end{pmatrix}.$$

It is lossless when $U^\dagger U=1$. A termination $\Gamma$ returns the outgoing internal waves as $x=\Gamma y$; direct closing, which returns each wave with unchanged amplitude and phase, is $\Gamma=1$. If $1-D\Gamma$ is invertible, define

$$X=(1-D\Gamma)^{-1}C,\qquad S=A+B\Gamma X .$$

In coherent quantum transport the amplitudes are normalised so that squared moduli are particle currents instead of powers. There $S$ describes non-interacting particles at one fixed energy with finitely many propagating channels, after some of the leads have been closed.

## What the theorems say

The main theorem, `close_ports_unitary`, says that if $U$ is unitary and $1-D$ is invertible, then $A+B(1-D)^{-1}C$ is unitary. `closedScattering_unitary` says the same of $S$ for every unitary $\Gamma$ with $1-D\Gamma$ invertible.

The finite index types `m` and `n` label the open and internal ports, and `fromBlocks A B C D` is $U$. Membership in `unitaryGroup` expresses losslessness, ᴴ is the adjoint, and `IsUnit` means invertible. `internalWave` is $X$ and `closedScattering` is $S$. Lean assigns a value to the inverse of a singular matrix too, so these two definitions carry their physical meaning only under the `IsUnit` hypothesis.

That hypothesis says that the incoming waves determine the internal waves uniquely. For unitary $U$ and $\Gamma$, `singular_iff_trapped_wave` identifies its failure with a trapped wave: a nonzero internal wave that reproduces itself and sends nothing to the open ports.

The model is stationary and linear. Losslessness of the network is assumed, not derived from a Hamiltonian or from Maxwell's equations, and the dependence of the matrices on energy or frequency does not enter.

## Eliminating the internal waves

With the termination in place, the wave equations are

$$y=Ca+D\Gamma y,\qquad b=Aa+B\Gamma y .$$

The first reads $(1-D\Gamma)y=Ca$, so $y=Xa$, and the second becomes $b=(A+B\Gamma X)a=Sa$. Conversely, if $b=Sa$, then $y=Xa$ solves both equations. The formula for $S$ therefore follows from the feedback condition.

## Power balance

The blocks of $U^\dagger U=1$ are

$$\begin{aligned}
A^\dagger A+C^\dagger C&=1, & A^\dagger B+C^\dagger D&=0,\\
B^\dagger A+D^\dagger C&=0, & B^\dagger B+D^\dagger D&=1.
\end{aligned}$$

Feed the internal ports with $x=Ya$ for an arbitrary matrix $Y$. Expanding the outgoing power gives

$$\begin{aligned}
&(A+BY)^\dagger(A+BY)+(C+DY)^\dagger(C+DY)\\
&\quad=(A^\dagger A+C^\dagger C)+(A^\dagger B+C^\dagger D)Y\\
&\qquad+Y^\dagger(B^\dagger A+D^\dagger C)+Y^\dagger(B^\dagger B+D^\dagger D)Y\\
&\quad=1+Y^\dagger Y .
\end{aligned}$$

Now set $Y=\Gamma X$. Then $A+BY=S$, and $(1-D\Gamma)X=C$ gives $C+DY=X$. Hence $S^\dagger S+X^\dagger X=1+X^\dagger\Gamma^\dagger\Gamma X$, or

$$1-S^\dagger S=X^\dagger(1-\Gamma^\dagger\Gamma)X .$$

The power missing at the open ports is the power absorbed in the termination. If $\Gamma$ is unitary, the right side vanishes and $S^\dagger S=1$; since $S$ is a finite square matrix, it is unitary. Setting $\Gamma=1$ gives direct closing.

The same identity gives a neighbouring result, not stated in the file: if the termination is merely passive, meaning that $1-\Gamma^\dagger\Gamma$ is positive semidefinite, then so is $1-S^\dagger S$, and the open ports show no gain.

## Trapped waves

Let $U$ and $\Gamma$ be unitary. If $1-D\Gamma$ is singular, some $v\neq0$ satisfies $D\Gamma v=v$. Put $w=\Gamma v$. The last block relation gives

$$\|Bw\|^2+\|Dw\|^2=\|w\|^2=\|v\|^2 .$$

Since $Dw=v$, it follows that $Bw=0$: nothing reaches the open ports. Conversely, any nonzero $v$ with $D\Gamma v=v$ makes $1-D\Gamma$ singular.

## The Lean file

```lean
import Mathlib

open Matrix
open scoped ComplexOrder

namespace ClosingPorts

noncomputable section

variable {m n : Type*} [Fintype m] [Fintype n] [DecidableEq m] [DecidableEq n]
variable {A : Matrix m m ℂ} {B : Matrix m n ℂ} {C : Matrix n m ℂ} {D Γ : Matrix n n ℂ}

/-- The outgoing waves at the internal ports, per unit incoming wave at the open ports, when the
internal ports are terminated by the reflection matrix `Γ` and `1 - D Γ` is invertible. -/
def internalWave (C : Matrix n m ℂ) (D Γ : Matrix n n ℂ) : Matrix n m ℂ :=
  (1 - D * Γ)⁻¹ * C

/-- The scattering matrix of the open ports when the internal ports are terminated by `Γ` and `1 - D
Γ` is invertible. -/
def closedScattering (A : Matrix m m ℂ) (B : Matrix m n ℂ) (C : Matrix n m ℂ)
    (D Γ : Matrix n n ℂ) : Matrix m m ℂ :=
  A + B * (Γ * internalWave C D Γ)

/-- The block relations expressing that the full network conserves power. -/
theorem lossless_blocks (hU : fromBlocks A B C D ∈ unitaryGroup (m ⊕ n) ℂ) :
    Aᴴ * A + Cᴴ * C = 1 ∧ Aᴴ * B + Cᴴ * D = 0 ∧
      Bᴴ * A + Dᴴ * C = 0 ∧ Bᴴ * B + Dᴴ * D = 1 := by
  have h := mem_unitaryGroup_iff'.mp hU
  rw [star_eq_conjTranspose, fromBlocks_conjTranspose, fromBlocks_multiply,
    ← fromBlocks_one] at h
  exact fromBlocks_inj.mp h

/-- Power balance of a lossless network: if the internal ports are fed with waves `Y`,
the outgoing power at all ports equals the incoming power at all ports. -/
theorem power_balance (hU : fromBlocks A B C D ∈ unitaryGroup (m ⊕ n) ℂ)
    (Y : Matrix n m ℂ) :
    (A + B * Y)ᴴ * (A + B * Y) + (C + D * Y)ᴴ * (C + D * Y) = 1 + Yᴴ * Y := by
  obtain ⟨h1, h2, h3, h4⟩ := lossless_blocks hU
  -- the interference terms cancel between open and internal ports
  have h2' : Aᴴ * (B * Y) + Cᴴ * (D * Y) = 0 := by
    rw [← Matrix.mul_assoc, ← Matrix.mul_assoc, ← Matrix.add_mul, h2, Matrix.zero_mul]
  have h3' : Yᴴ * (Bᴴ * A) + Yᴴ * (Dᴴ * C) = 0 := by
    rw [← Matrix.mul_add, h3, Matrix.mul_zero]
  have h4a : Bᴴ * (B * Y) + Dᴴ * (D * Y) = Y := by
    rw [← Matrix.mul_assoc, ← Matrix.mul_assoc, ← Matrix.add_mul, h4, Matrix.one_mul]
  have h4' : Yᴴ * (Bᴴ * (B * Y)) + Yᴴ * (Dᴴ * (D * Y)) = Yᴴ * Y := by
    rw [← Matrix.mul_add, h4a]
  simp only [conjTranspose_add, conjTranspose_mul, Matrix.add_mul, Matrix.mul_add,
    Matrix.mul_assoc]
  linear_combination (norm := abel) h1 + h2' + h3' + h4'

omit [Fintype m] [DecidableEq m] in
/-- If `1 - D Γ` is invertible, the internal wave is the direct wave plus the wave returned by the
termination and scattered once more. -/
theorem internalWave_eq (C : Matrix n m ℂ) (h : IsUnit (1 - D * Γ)) :
    internalWave C D Γ = C + D * (Γ * internalWave C D Γ) := by
  have e : (1 - D * Γ) * internalWave C D Γ = C := by
    rw [internalWave, ← Matrix.mul_assoc,
      mul_nonsing_inv _ ((isUnit_iff_isUnit_det _).mp h), Matrix.one_mul]
  rw [Matrix.sub_mul, Matrix.one_mul, Matrix.mul_assoc] at e
  exact sub_eq_iff_eq_add.mp e

omit [DecidableEq m] in
/-- If `1 - D Γ` is invertible, incoming waves `a` and outgoing waves `b` at the open ports are
compatible with the terminated network exactly when `b` is the closed scattering matrix applied to
`a`. -/
theorem network_equations_iff (h : IsUnit (1 - D * Γ)) (a b : m → ℂ) :
    (∃ y : n → ℂ, y = C *ᵥ a + D *ᵥ (Γ *ᵥ y) ∧ b = A *ᵥ a + B *ᵥ (Γ *ᵥ y)) ↔
      b = closedScattering A B C D Γ *ᵥ a := by
  have out : A *ᵥ a + B *ᵥ (Γ *ᵥ (internalWave C D Γ *ᵥ a)) =
      closedScattering A B C D Γ *ᵥ a := by
    simp only [closedScattering, add_mulVec, mulVec_mulVec]
  constructor
  · rintro ⟨y, hy, hb⟩
    -- eliminate the internal wave
    have e : (1 - D * Γ) *ᵥ y = C *ᵥ a := by
      rw [sub_mulVec, one_mulVec, ← mulVec_mulVec]
      exact sub_eq_iff_eq_add.mpr hy
    have hy' : y = internalWave C D Γ *ᵥ a := by
      rw [internalWave, ← mulVec_mulVec, ← e, mulVec_mulVec,
        nonsing_inv_mul _ ((isUnit_iff_isUnit_det _).mp h), one_mulVec]
    rw [hb, hy', out]
  · intro hb
    refine ⟨internalWave C D Γ *ᵥ a, ?_, hb.trans out.symm⟩
    calc internalWave C D Γ *ᵥ a
        = (C + D * (Γ * internalWave C D Γ)) *ᵥ a := by rw [← internalWave_eq C h]
      _ = _ := by simp only [add_mulVec, mulVec_mulVec]

/-- If `1 - D Γ` is invertible, the power missing at the open ports of a lossless network equals the
power absorbed in the termination `Γ`. -/
theorem absorbed_power (hU : fromBlocks A B C D ∈ unitaryGroup (m ⊕ n) ℂ)
    (h : IsUnit (1 - D * Γ)) :
    1 - (closedScattering A B C D Γ)ᴴ * closedScattering A B C D Γ =
      (internalWave C D Γ)ᴴ * (1 - Γᴴ * Γ) * internalWave C D Γ := by
  have hb := power_balance hU (Γ * internalWave C D Γ)
  rw [← internalWave_eq C h] at hb
  have e : (internalWave C D Γ)ᴴ * (1 - Γᴴ * Γ) * internalWave C D Γ =
      (internalWave C D Γ)ᴴ * internalWave C D Γ -
        (Γ * internalWave C D Γ)ᴴ * (Γ * internalWave C D Γ) := by
    simp only [conjTranspose_mul, Matrix.mul_sub, Matrix.sub_mul, Matrix.mul_one,
      Matrix.mul_assoc]
  rw [e]
  unfold closedScattering
  linear_combination (norm := abel) -hb

/-- If `1 - D Γ` is invertible, a lossless network closed by a lossless termination `Γ` has a
unitary scattering matrix at its open ports. -/
theorem closedScattering_unitary (hU : fromBlocks A B C D ∈ unitaryGroup (m ⊕ n) ℂ)
    (hΓ : Γ ∈ unitaryGroup n ℂ) (h : IsUnit (1 - D * Γ)) :
    closedScattering A B C D Γ ∈ unitaryGroup m ℂ := by
  have g : Γᴴ * Γ = 1 := mem_unitaryGroup_iff'.mp hΓ
  have e := absorbed_power hU h
  rw [g, sub_self, Matrix.mul_zero, Matrix.zero_mul] at e
  exact mem_unitaryGroup_iff'.mpr (sub_eq_zero.mp e).symm

/-- Closing ports directly: if the full scattering matrix is unitary and `1 - D` is
invertible, the scattering matrix `A + B (1 - D)⁻¹ C` of the remaining ports is unitary. -/
theorem close_ports_unitary (hU : fromBlocks A B C D ∈ unitaryGroup (m ⊕ n) ℂ)
    (h : IsUnit (1 - D)) : A + B * (1 - D)⁻¹ * C ∈ unitaryGroup m ℂ := by
  have e := closedScattering_unitary (Γ := 1) hU (one_mem _) (by rwa [Matrix.mul_one])
  simpa only [closedScattering, internalWave, Matrix.mul_one, Matrix.one_mul,
    Matrix.mul_assoc] using e

/-- For a lossless termination, `1 - D Γ` is singular exactly when there is a trapped wave:
a nonzero internal wave that reproduces itself and sends nothing to the open ports. -/
theorem singular_iff_trapped_wave (hU : fromBlocks A B C D ∈ unitaryGroup (m ⊕ n) ℂ)
    (hΓ : Γ ∈ unitaryGroup n ℂ) :
    ¬ IsUnit (1 - D * Γ) ↔
      ∃ v : n → ℂ, v ≠ 0 ∧ D *ᵥ (Γ *ᵥ v) = v ∧ B *ᵥ (Γ *ᵥ v) = 0 := by
  obtain ⟨-, -, -, h4⟩ := lossless_blocks hU
  have g : Γᴴ * Γ = 1 := mem_unitaryGroup_iff'.mp hΓ
  have key : ∀ v : n → ℂ, (1 - D * Γ) *ᵥ v = 0 ↔ D *ᵥ (Γ *ᵥ v) = v := by
    intro v
    rw [sub_mulVec, one_mulVec, ← mulVec_mulVec, sub_eq_zero, eq_comm]
  -- a self-reproducing wave has no power left for the open ports
  have dark : ∀ v : n → ℂ, D *ᵥ (Γ *ᵥ v) = v → B *ᵥ (Γ *ᵥ v) = 0 := by
    intro v hv
    have hB : star (B *ᵥ (Γ *ᵥ v)) ⬝ᵥ (B *ᵥ (Γ *ᵥ v)) =
        star (Γ *ᵥ v) ⬝ᵥ ((Bᴴ * B) *ᵥ (Γ *ᵥ v)) := by
      rw [star_mulVec B, ← dotProduct_mulVec, mulVec_mulVec (Γ *ᵥ v) Bᴴ B]
    have hD : star (D *ᵥ (Γ *ᵥ v)) ⬝ᵥ (D *ᵥ (Γ *ᵥ v)) =
        star (Γ *ᵥ v) ⬝ᵥ ((Dᴴ * D) *ᵥ (Γ *ᵥ v)) := by
      rw [star_mulVec D, ← dotProduct_mulVec, mulVec_mulVec (Γ *ᵥ v) Dᴴ D]
    have hG : star (Γ *ᵥ v) ⬝ᵥ (Γ *ᵥ v) = star v ⬝ᵥ v := by
      rw [star_mulVec, ← dotProduct_mulVec, mulVec_mulVec, g, one_mulVec]
    have hs : star (Γ *ᵥ v) ⬝ᵥ ((Bᴴ * B) *ᵥ (Γ *ᵥ v)) +
        star (Γ *ᵥ v) ⬝ᵥ ((Dᴴ * D) *ᵥ (Γ *ᵥ v)) = star (Γ *ᵥ v) ⬝ᵥ (Γ *ᵥ v) := by
      rw [← dotProduct_add, ← add_mulVec, h4, one_mulVec]
    rw [← hB, ← hD, hv, hG] at hs
    exact dotProduct_star_self_eq_zero.mp (by linear_combination hs)
  rw [isUnit_iff_isUnit_det, isUnit_iff_ne_zero, not_not, ← exists_mulVec_eq_zero_iff]
  constructor
  · rintro ⟨v, hv, h⟩
    exact ⟨v, hv, (key v).mp h, dark v ((key v).mp h)⟩
  · rintro ⟨v, hv, h, -⟩
    exact ⟨v, hv, (key v).mpr h⟩

/-- A two-port coupler with reflection amplitudes `3/5`, `-3/5` and transmission amplitude `4/5` is
lossless, and `1 - D` is invertible for the reflection `D = -3/5` at its second port. -/
theorem close_ports_witness :
    fromBlocks !![(3 / 5 : ℂ)] !![(4 / 5 : ℂ)] !![(4 / 5 : ℂ)] !![(-3 / 5 : ℂ)] ∈
        unitaryGroup (Fin 1 ⊕ Fin 1) ℂ ∧
      IsUnit (1 - !![(-3 / 5 : ℂ)]) := by
  constructor
  · rw [mem_unitaryGroup_iff', star_eq_conjTranspose, fromBlocks_conjTranspose,
      fromBlocks_multiply, ← fromBlocks_one, fromBlocks_inj]
    refine ⟨?_, ?_, ?_, ?_⟩ <;> ext i j <;> fin_cases i <;> fin_cases j <;>
      simp [Matrix.mul_apply] <;> norm_num
  · rw [isUnit_iff_isUnit_det, det_fin_one, isUnit_iff_ne_zero]
    norm_num [Matrix.sub_apply]

end

end ClosingPorts
```

```lean
#print axioms ClosingPorts.network_equations_iff
#print axioms ClosingPorts.closedScattering_unitary
#print axioms ClosingPorts.close_ports_unitary
#print axioms ClosingPorts.singular_iff_trapped_wave
```

```
'ClosingPorts.network_equations_iff' depends on axioms: [propext, Classical.choice, Quot.sound]
'ClosingPorts.closedScattering_unitary' depends on axioms: [propext, Classical.choice, Quot.sound]
'ClosingPorts.close_ports_unitary' depends on axioms: [propext, Classical.choice, Quot.sound]
'ClosingPorts.singular_iff_trapped_wave' depends on axioms: [propext, Classical.choice, Quot.sound]
```

## How the proof follows the derivation

`lossless_blocks` multiplies out $U^\dagger U=1$ and compares blocks. In `power_balance`, `h2'` and `h3'` are the vanishing interference terms and `h4'` is the term quadratic in $Y$. After `simp only` has expanded the products, `linear_combination` adds these equations to `h1`. It uses `abel` to compare the sums, because matrix products do not commute.

`internalWave_eq` proves $X=C+D\Gamma X$ by cancelling the inverse. `network_equations_iff` carries out the elimination: its forward direction derives $y=Xa$ as `hy'`, and its reverse direction supplies $Xa$ as the required internal wave. Neither result needs the network to be lossless.

`absorbed_power` inserts $Y=\Gamma X$ into the balance, uses `internalWave_eq` to replace $C+D\Gamma X$ by $X$, and rearranges. `closedScattering_unitary` then substitutes $\Gamma^\dagger\Gamma=1$, and `close_ports_unitary` specialises to $\Gamma=1$ and simplifies the formula.

In `singular_iff_trapped_wave`, `key` translates the kernel of $1-D\Gamma$ into the self-reproduction condition. The step `dark` is the norm argument: `hB` and `hD` express the squared norms of $Bw$ and $Dw$ through $B^\dagger B$ and $D^\dagger D$, `hG` says that $\Gamma$ preserves the norm, and `hs` applies the last block relation. A zero determinant then supplies the nonzero kernel vector.

Finally, `close_ports_witness` checks that the opening coupler meets both hypotheses, the unitarity entry by entry and the invertibility through the $1\times1$ determinant $8/5$.
